# Polarisation transfer in a spin-locked spin-1/2 pair is zero-quantum minus double-quantum exchange

Check a cross-polarisation simulation against the zero-quantum exchange alone, and it will seem wrong when the spin-lock fields are weak compared with the coupling: at a given time, matched fields can then have transferred far less polarisation than expected. The missing part is a double-quantum exchange, which counts with the opposite sign. The theorem below gives both parts for an isolated pair with constant, nonzero coupling d.

The two spins are of different species, and both spin-lock fields are on resonance. In the doubly rotating frame the z axes are taken along these fields and the x axes along the static field, so the secular coupling has the form 2d Ix Sx. The field strengths wI and wS are angular frequencies, and ħ = 1. With

H = wI Iz + wS Sz + 2d Ix Sx, U = exp(−iHt),

the transfer after time t is

Tr(Sz U Iz U†) = f(wI − wS) − f(wI + wS),

f(x) = d²/(d² + x²) · sin²(√(d² + x²) t/2).

## The pair and its Hamiltonian

```lean
import Mathlib

open Matrix
open scoped Kronecker

namespace HartmannHahn

noncomputable section
```

This loads the mathematical library Mathlib and the notation `⊗ₖ` for the Kronecker product.

```lean
/-- Operators on the spin pair; each row or column index is a pair of spin states, that of I first
and that of S second. -/
abbrev PairOp := Matrix (Fin 2 × Fin 2) (Fin 2 × Fin 2) ℂ
```

An operator on the pair is a complex 4×4 matrix. Its indices are pairs of spin states, I first, with 0 for α and 1 for β.

```lean
/-- The x component of a spin 1/2. -/
def sx : Matrix (Fin 2) (Fin 2) ℂ := !![0, 1/2; 1/2, 0]

/-- The z component of a spin 1/2. -/
def sz : Matrix (Fin 2) (Fin 2) ℂ := !![1/2, 0; 0, -1/2]
```

These are the usual spin-1/2 matrices, with the factor 1/2 included.

```lean
/-- The z component of spin I in the pair. -/
def Iz : PairOp := sz ⊗ₖ (1 : Matrix (Fin 2) (Fin 2) ℂ)

/-- The z component of spin S in the pair. -/
def Sz : PairOp := (1 : Matrix (Fin 2) (Fin 2) ℂ) ⊗ₖ sz
```

Each operator acts on one spin and leaves the other alone.

```lean
/-- The Hamiltonian `wI Iz + wS Sz + 2 d Ix Sx`. -/
def hamiltonian (wI wS d : ℝ) : PairOp :=
  (wI : ℂ) • Iz + (wS : ℂ) • Sz + (2 * d : ℂ) • (sx ⊗ₖ sx)
```

This is H as written above; `•` multiplies a matrix by a number.

```lean
/-- The propagator `exp(-i H t)`. -/
def propagator (wI wS d t : ℝ) : PairOp :=
  NormedSpace.exp ((-(Complex.I * t)) • hamiltonian wI wS d)
```

U is the true matrix exponential, with no truncation or time slicing.

```lean
/-- The polarisation transfer `Tr(Sz U Iz U†)`. -/
def transfer (wI wS d t : ℝ) : ℂ :=
  trace (Sz * propagator wI wS d t * Iz * (propagator wI wS d t)ᴴ)
```

`ᴴ` is the Hermitian conjugate. Since Tr(Sz²) = 1, the trace is the coefficient of Sz in the operator U Iz U†. Here Iz stands, up to a factor, for the initial deviation of the density matrix from the fully mixed state.

```lean
/-- The exchange function `f(x)` at time `t`, for `d` and `x` not both zero. -/
def exchange (d x t : ℝ) : ℝ :=
  d ^ 2 / (d ^ 2 + x ^ 2) * Real.sin (√(d ^ 2 + x ^ 2) * t / 2) ^ 2
```

This is f(x), with the time as its last argument.

## Two separate two-level systems

```lean
/-- Labels the double-quantum space (αα, ββ) by 0 and the zero-quantum space (αβ, βα) by 1. -/
def space (p : Fin 2 × Fin 2) : Fin 2 := if p.1 = p.2 then 0 else 1
```

H never connects {αα, ββ} with {αβ, βα}. The label k is 0 for the first, double-quantum space and 1 for the second, zero-quantum space.

```lean
/-- The matrix that mixes the two states of space `k` with amplitudes `c k` and `s k`. -/
def mixing (c s : Fin 2 → ℝ) : PairOp := Matrix.of fun p q =>
  if p = q then ![1, -1] p.1 * (c (space p) : ℂ)
  else if space p = space q then (s (space p) : ℂ) else 0
```

In each space this matrix, called W below, is [[c, s], [s, −c]], with the state that has I in α listed first.

```lean
/-- The energies `Ω k / 2` and `-Ω k / 2` in space `k`. -/
def levels (Ω : Fin 2 → ℝ) (p : Fin 2 × Fin 2) : ℂ :=
  ((![1, -1] p.1 * Ω (space p) / 2 : ℝ) : ℂ)
```

The energies in each space are ±Ω/2, where Ω will be √(d² + x²).

```lean
/-- An operator diagonalised by a self-inverse matrix is exponentiated through its eigenvalues. -/
theorem exp_of_reflection (W : PairOp) (v : Fin 2 × Fin 2 → ℂ) (hW : W * W = 1) :
    NormedSpace.exp (W * diagonal v * W) = W * diagonal (fun p => Complex.exp (v p)) * W := by
  have h := Matrix.exp_conj W (diagonal v) ⟨⟨W, W, hW, hW⟩, rfl⟩
  rw [Matrix.inv_eq_right_inv hW, Matrix.exp_diagonal] at h
  have hv : NormedSpace.exp v = fun p => Complex.exp (v p) := by
    funext p
    rw [Complex.exp_eq_exp_ℂ]
    exact NormedSpace.map_exp (Pi.evalRingHom (fun _ : Fin 2 × Fin 2 => ℂ) p)
      (continuous_apply p) v
  rw [h, hv]
```

If W² = 1, then (W D W)ⁿ = W Dⁿ W for every power n. Summing the exponential series gives exp(W D W) = W exp(D) W, and for diagonal D one exponentiates the entries.

```lean
/-- For every real offset `x` and coupling `d` there are normalised real amplitudes `c`, `s` with
`x = Ω (c² - s²)` and `d = 2 Ω c s`, where `Ω = √(d² + x²)`. -/
theorem exists_mixing (d x : ℝ) : ∃ c s : ℝ, c ^ 2 + s ^ 2 = 1 ∧
    x = √(d ^ 2 + x ^ 2) * (c ^ 2 - s ^ 2) ∧ d = 2 * √(d ^ 2 + x ^ 2) * c * s := by
  have hn : √(d ^ 2 + x ^ 2) = ‖(⟨x, d⟩ : ℂ)‖ := by
    rw [← Real.sqrt_sq (norm_nonneg (⟨x, d⟩ : ℂ)), Complex.sq_norm, Complex.normSq_apply]
    congr 1
    ring
  have hx : ‖(⟨x, d⟩ : ℂ)‖ * Real.cos (Complex.arg ⟨x, d⟩) = x :=
    Complex.norm_mul_cos_arg ⟨x, d⟩
  have hd : ‖(⟨x, d⟩ : ℂ)‖ * Real.sin (Complex.arg ⟨x, d⟩) = d :=
    Complex.norm_mul_sin_arg ⟨x, d⟩
  rw [hn]
  generalize ‖(⟨x, d⟩ : ℂ)‖ = r at hx hd ⊢
  generalize Complex.arg ⟨x, d⟩ = φ at hx hd
  have h1 := Real.cos_sq_add_sin_sq (φ/2)
  have hc := Real.cos_two_mul (φ/2)
  have hs := Real.sin_two_mul (φ/2)
  rw [show 2 * (φ/2) = φ by ring] at hc hs
  exact ⟨_, _, h1, by linear_combination -hx + r * hc + r * h1,
    by linear_combination -hd + r * hs⟩
```

Write x = Ω cos φ and d = Ω sin φ, then take c = cos(φ/2) and s = sin(φ/2). The double-angle formulas give

x = Ω(c² − s²), d = 2Ωcs.

Lean obtains φ as the argument of the complex number x + id.

```lean
/-- With normalised amplitudes that match offset and coupling in both spaces, the propagator is
diagonal in the mixed states, with phases `∓ Ω k t / 2`. -/
theorem propagator_spectral {wI wS d : ℝ} {c s Ω : Fin 2 → ℝ} (hn : ∀ k, c k ^ 2 + s k ^ 2 = 1)
    (hx : ∀ k, ![wI + wS, wI - wS] k = Ω k * (c k ^ 2 - s k ^ 2))
    (hp : ∀ k, d = 2 * Ω k * c k * s k) (t : ℝ) :
    propagator wI wS d t = mixing c s * diagonal (fun p =>
      (Real.cos (Ω (space p) * t / 2) : ℂ) -
        ![1, -1] p.1 * Complex.I * Real.sin (Ω (space p) * t / 2)) * mixing c s := by
  have n (k) : (c k : ℂ) ^ 2 + (s k : ℂ) ^ 2 = 1 := by exact_mod_cast hn k
  have x0 : (wI : ℂ) + wS = Ω 0 * ((c 0 : ℂ) ^ 2 - (s 0 : ℂ) ^ 2) := by
    exact_mod_cast (hx 0 : wI + wS = _)
  have x1 : (wI : ℂ) - wS = Ω 1 * ((c 1 : ℂ) ^ 2 - (s 1 : ℂ) ^ 2) := by
    exact_mod_cast (hx 1 : wI - wS = _)
  have p (k) : (d : ℂ) = 2 * Ω k * c k * s k := by exact_mod_cast hp k
  have n0 := n 0
  have n1 := n 1
  have p0 := p 0
  have p1 := p 1
  clear n p hn hx hp
  have hW : mixing c s * mixing c s = 1 := by
    ext ⟨i, j⟩ ⟨k, l⟩
    simp only [Matrix.mul_apply, Fintype.sum_prod_type, Fin.sum_univ_two]
    fin_cases i <;> fin_cases j <;> fin_cases k <;> fin_cases l <;>
      simp [mixing, space] <;> grind
  have hH : hamiltonian wI wS d = mixing c s * diagonal (levels Ω) * mixing c s := by
    ext ⟨i, j⟩ ⟨k, l⟩
    rw [Matrix.mul_apply]
    simp only [Matrix.mul_diagonal, Fintype.sum_prod_type, Fin.sum_univ_two]
    fin_cases i <;> fin_cases j <;> fin_cases k <;> fin_cases l <;>
      simp [hamiltonian, Iz, Sz, sx, sz, mixing, space, levels, kroneckerMap_apply] <;> grind
  have key := exp_of_reflection _ ((-(Complex.I * t)) • levels Ω) hW
  rw [Matrix.diagonal_smul, Matrix.mul_smul, Matrix.smul_mul, ← hH] at key
  refine key.trans (congrArg (fun v => mixing c s * diagonal v * mixing c s) (funext fun p => ?_))
  -- Euler's formula for each phase
  rw [show ((-(Complex.I * t)) • levels Ω) p =
      ((-(![1, -1] p.1 * (Ω (space p) * t / 2)) : ℝ) : ℂ) * Complex.I by
    simp only [levels, Pi.smul_apply, smul_eq_mul]
    push_cast
    ring, Complex.exp_mul_I, ← Complex.ofReal_cos, ← Complex.ofReal_sin]
  obtain ⟨i, j⟩ := p
  fin_cases i <;> simp <;> ring
```

In each space H is ½[[x, d], [d, −x]], with x = wI + wS for k = 0 and x = wI − wS for k = 1. Multiplying out shows that W² = 1 (`hW`) and that H = W diag(Ω/2, −Ω/2) W (`hH`); Lean checks both entry by entry. The previous exponential rule and Euler's formula then give

U = W diag(C − iS, C + iS) W, C = cos(Ωt/2), S = sin(Ωt/2), where S is a number and not the second spin.

## Transfer and matching

```lean
/-- The transfer for an evolution with normalised mixing amplitudes `c`, `s` and phase factors
`C ∓ i S` of modulus one in each space. -/
theorem trace_mixing (c s C S : Fin 2 → ℝ) (hn : ∀ k, c k ^ 2 + s k ^ 2 = 1)
    (hN : ∀ k, C k ^ 2 + S k ^ 2 = 1) (M : PairOp)
    (hM : M = mixing c s * diagonal (fun p =>
      (C (space p) : ℂ) - ![1, -1] p.1 * Complex.I * S (space p)) * mixing c s) :
    trace (Sz * M * Iz * Mᴴ) =
      ((4 * c 1 ^ 2 * s 1 ^ 2 * S 1 ^ 2 - 4 * c 0 ^ 2 * s 0 ^ 2 * S 0 ^ 2 : ℝ) : ℂ) := by
  have n (k) : (c k : ℂ) ^ 2 + (s k : ℂ) ^ 2 = 1 := by exact_mod_cast hn k
  have N (k) : (C k : ℂ) ^ 2 + (S k : ℂ) ^ 2 = 1 := by exact_mod_cast hN k
  have hI : Iz = diagonal (fun p => ![1/2, -1/2] p.1) := by
    ext ⟨i, j⟩ ⟨k, l⟩
    fin_cases i <;> fin_cases j <;> fin_cases k <;> fin_cases l <;>
      simp [Iz, sz, kroneckerMap_apply]
  have hS : Sz = diagonal (fun p => ![1/2, -1/2] p.2) := by
    ext ⟨i, j⟩ ⟨k, l⟩
    fin_cases i <;> fin_cases j <;> fin_cases k <;> fin_cases l <;>
      simp [Sz, sz, kroneckerMap_apply]
  have ht : trace (Sz * M * Iz * Mᴴ) =
      ∑ p, ∑ q, ![1/2, -1/2] p.2 * M p q * ![1/2, -1/2] q.1 * star (M p q) := by
    rw [hI, hS]
    refine Finset.sum_congr rfl fun p _ => ?_
    rw [Matrix.diag_apply, Matrix.mul_apply]
    refine Finset.sum_congr rfl fun q _ => ?_
    rw [Matrix.mul_diagonal, Matrix.diagonal_mul, Matrix.conjTranspose_apply]
  have he (p q) : M p q = ∑ r, mixing c s p r *
      ((C (space r) : ℂ) - ![1, -1] r.1 * Complex.I * S (space r)) * mixing c s r q := by
    rw [hM, Matrix.mul_apply]
    simp only [Matrix.mul_diagonal]
  rw [ht]
  simp only [he, Fintype.sum_prod_type, Fin.sum_univ_two]
  simp [mixing, space]
  -- the two spaces enter with opposite signs
  linear_combination
    ((c 0 : ℂ)^2 + s 0^2 + 1) * ((C 0 : ℂ)^2 + S 0^2) / 2 * n 0 + N 0 / 2
    - ((c 1 : ℂ)^2 + s 1^2 + 1) * ((C 1 : ℂ)^2 + S 1^2) / 2 * n 1 - N 1 / 2
    + ((4 * (c 0 : ℂ)^2 * s 0^2 - ((c 0 : ℂ)^2 - s 0^2)^2) * S 0^2
      - (4 * (c 1 : ℂ)^2 * s 1^2 - ((c 1 : ℂ)^2 - s 1^2)^2) * S 1^2) / 2 * Complex.I_sq
```

Iz and Sz are diagonal, so the trace is a sum of |U_pq|² weighted by the Sz value of p and the Iz value of q (`ht`). In each space the off-diagonal element of U is −2icsS, so the exchange probability is P = 4c²s²S². The two spins have equal z values in space 0 and opposite ones in space 1:

(1/2 − P₀) − (1/2 − P₁) = P₁ − P₀.

The final `linear_combination` does this algebra using the normalisations and i² = −1.

```lean
/-- For nonzero coupling, the exchange function reaches the level `η` at some time exactly when
`η (d² + x²) ≤ d²`. -/
theorem exchange_reaches_iff {d : ℝ} (hd : d ≠ 0) (x η : ℝ) :
    (∃ t, η ≤ exchange d x t) ↔ η * (d ^ 2 + x ^ 2) ≤ d ^ 2 := by
  have hP : 0 < d ^ 2 + x ^ 2 := by positivity
  rw [← le_div_iff₀ hP]
  constructor
  · rintro ⟨t, ht⟩
    exact ht.trans (mul_le_of_le_one_right (by positivity) (Real.sin_sq_le_one _))
  · intro h
    -- half a period of the nutation
    refine ⟨Real.pi / √(d ^ 2 + x ^ 2), ?_⟩
    rw [exchange, mul_div_cancel₀ _ (Real.sqrt_pos.2 hP).ne', Real.sin_pi_div_two]
    simpa using h
```

Since sin² ≤ 1, f never exceeds d²/(d² + x²), and it attains this value at t = π/√(d² + x²). It therefore reaches at least η at some time exactly when η(d² + x²) ≤ d².

```lean
/-- For nonzero coupling, the transfer from I to S is the zero-quantum exchange minus the
double-quantum exchange, and the zero-quantum term equals 1 at some time exactly when
`wI = wS`. -/
theorem hartmann_hahn {d : ℝ} (hd : d ≠ 0) (wI wS : ℝ) :
    (∀ t, transfer wI wS d t =
      ((exchange d (wI - wS) t - exchange d (wI + wS) t : ℝ) : ℂ)) ∧
    ((∃ t, exchange d (wI - wS) t = 1) ↔ wI = wS) := by
  refine ⟨fun t => ?_, ?_, fun h => ?_⟩
  · choose c s hn hx hp using fun k : Fin 2 => exists_mixing d (![wI + wS, wI - wS] k)
    -- the nutation frequencies of the two spaces
    obtain ⟨Ω, hΩ⟩ : ∃ Ω : Fin 2 → ℝ, ∀ k, Ω k = √(d ^ 2 + (![wI + wS, wI - wS] k) ^ 2) :=
      ⟨_, fun _ => rfl⟩
    have hf (k : Fin 2) : exchange d (![wI + wS, wI - wS] k) t =
        4 * c k ^ 2 * s k ^ 2 * Real.sin (Ω k * t / 2) ^ 2 := by
      have h := hp k
      rw [hΩ]
      unfold exchange
      generalize ![wI + wS, wI - wS] k = x at h ⊢
      have hP : 0 < d ^ 2 + x ^ 2 := by positivity
      congr 1
      rw [div_eq_iff hP.ne']
      linear_combination (d + 2 * √(d ^ 2 + x ^ 2) * c k * s k) * h +
        4 * c k ^ 2 * s k ^ 2 * Real.sq_sqrt hP.le
    have f0 : exchange d (wI + wS) t = 4 * c 0 ^ 2 * s 0 ^ 2 * Real.sin (Ω 0 * t / 2) ^ 2 := hf 0
    have f1 : exchange d (wI - wS) t = 4 * c 1 ^ 2 * s 1 ^ 2 * Real.sin (Ω 1 * t / 2) ^ 2 := hf 1
    have hU := propagator_spectral (Ω := Ω) hn (fun k => by rw [hΩ]; exact hx k)
      (fun k => by rw [hΩ]; exact hp k) t
    rw [transfer, trace_mixing c s (fun k => Real.cos (Ω k * t / 2))
      (fun k => Real.sin (Ω k * t / 2)) hn (fun k => Real.cos_sq_add_sin_sq _) _ hU, f0, f1]
  · rintro ⟨t, ht⟩
    have h := (exchange_reaches_iff hd (wI - wS) 1).1 ⟨t, ht.ge⟩
    have h0 : (wI - wS) ^ 2 = 0 := le_antisymm (by linarith) (sq_nonneg _)
    exact sub_eq_zero.1 (pow_eq_zero_iff two_ne_zero |>.1 h0)
  · obtain ⟨t, ht⟩ := (exchange_reaches_iff hd (wI - wS) 1).2 (by rw [h]; simp)
    refine ⟨t, le_antisymm ?_ ht⟩
    rw [exchange, h, sub_self, zero_pow two_ne_zero, add_zero, div_self (pow_ne_zero 2 hd),
      one_mul]
    exact Real.sin_sq_le_one _

end

end HartmannHahn
```

The hypothesis `hd` says that the spins really are coupled; a static dipolar coupling vanishes, for instance, at the magic angle. From d = 2Ωcs follows 4c²s² = d²/(d² + x²), so P₁ and P₀ are the two exchange functions (`hf`). For the second part, η = 1 forces (wI − wS)² = 0; conversely, at matching f(0) = sin²(|d|t/2) equals 1 at t = π/|d|.

The matching condition concerns the zero-quantum term, not the whole transfer. In the limiting case wI = wS = 0 the fields are matched, yet the two terms are equal and nothing is transferred at any time. When |wI + wS| is much larger than |d|, the double-quantum term is small.

The formula offers a reference for spin-dynamics codes, for a single pair with constant H; sample spinning, relaxation and further spins are absent from the model.

```lean
#print axioms HartmannHahn.hartmann_hahn
```

```
'HartmannHahn.hartmann_hahn' depends on axioms: [propext, Classical.choice, Quot.sound]
```
